# For a null wave with $k\cdot a=0$ and $k\cdot p\neq0$, the Volkov factor turns $\not p$ into $\not q$ with $q\cdot q=p\cdot p$

## Subtracting the field takes the electron off its mass shell

Minimal coupling to a plane-wave laser field subtracts $a$, the charge times the vector potential, from the momentum operator. If I simply subtract $a$ from the constant momentum $p$ of a free Dirac solution instead, the mass in general comes out wrong. In 2+1 dimensions with metric $\mathrm{diag}(1,-1,-1)$, take an electron of mass 1 at rest, $p=(1,0,0)$, and the field $a=(0,0,1)$. Then $(p-a)\cdot(p-a)=0$, and my electron has become massless. The Volkov solution avoids this: its phase supplies further momentum, and its spinor carries the matching factor $1+\not k\not a/(2k\cdot p)$, where $k$ is the wave vector. How does that factor know the right momentum, and why is the mass unchanged?

## The missing momentum points along the wave vector

The electron also takes up momentum along $k$. The momentum that belongs to the dressed spinor is

$$q=p-a+\frac{2a\cdot p-a\cdot a}{2k\cdot p}\,k .$$

In your example, with $k=(1,1,0)$, this is $q=(3/2,1/2,-1)$, and $q\cdot q=1$ as it should be. Here $q$ is the kinetic momentum at one value of the wave's phase; many texts use the same letter for the cycle-averaged quasi-momentum, whose square is in general different.

### Conjugating the momentum by the Volkov factor

Let the generators obey $\gamma_\mu\gamma_\nu+\gamma_\nu\gamma_\mu=2g_{\mu\nu}$, and write $\not x=\sum_\mu x_\mu\gamma_\mu$ for a vector with components $x_\mu$. Multiplying the relation by $x_\mu y_\nu$ and summing gives

$$\not x\not y+\not y\not x=2x\cdot y,\qquad \not x\not x=x\cdot x .$$

Abbreviate $K=\not k$, $B=\not a$, $P=\not p$ and $c=1/(2k\cdot p)$. The wave is null, $k\cdot k=0$, and transverse, $k\cdot a=0$, so $K^2=0$ and $KB=-BK$. Hence $KBK=-BK^2=0$.

For $U(a)=1+cKB$ and a second field $b$,

$$U(a)U(b)=1+cK(\not a+\not b)+c^2KBK\not b=U(a+b).$$

With $b=-a$ this gives $U(a)U(-a)=U(0)=1$, and the other order works in the same way. The inverse of $U(a)$ is therefore $1-cKB$, and

$$U(a)\,P\,U(-a)=P+c\,(KBP-PKB)-c^2\,KBPKB .$$

The first-order term is a commutator:

$$KBP-PKB=K(BP+PB)-(KP+PK)B=2(a\cdot p)K-2(k\cdot p)B .$$

In the second-order term, replace $PK$ by $2k\cdot p-KP$ and use $KBK=0$:

$$KBPKB=2(k\cdot p)KB^2-KBKPB=2(k\cdot p)(a\cdot a)K .$$

Since $2c\,(k\cdot p)=1$, the sum is

$$P-B+\frac{2a\cdot p-a\cdot a}{2k\cdot p}K=\not q .$$

For the mass, call the coefficient of $k$ in $q$ $d$. Then

$$q\cdot q=p\cdot p-2a\cdot p+a\cdot a+2d\,k\cdot p-2d\,k\cdot a+d^2\,k\cdot k=p\cdot p,$$

because $2d\,k\cdot p=2a\cdot p-a\cdot a$. The same two conditions on the wave give $k\cdot q=k\cdot p$.

Finally, if $\not p\,u=mu$, then $\not q\,Uu=UPU^{-1}Uu=UPu=m\,Uu$. The dressed spinor solves the free equation with $q$ in place of $p$.

### From a fixed field value to the Dirac equation

The algebra treats $a$ as a constant vector. In a real wave it depends on the phase $\varphi=k\cdot x$. With $\hbar=c_{\text{light}}=1$, set $\psi=U(a(\varphi))\,u\,e^{iS}$ and choose $S$ so that $-\partial S-a=q$. Apart from the common factor $e^{iS}$, the Dirac operator then produces $(\not q-m)Uu$ and one extra term, $i\not k\,U'(\varphi)u$, which vanishes because it contains $\not k\not k$. This step is ordinary calculus and lies beyond the Lean theorems, which are purely algebraic.

The result supplies the spinor part of the Volkov states used for electrons in intense laser light, for a single classical plane wave without back-reaction.

### What the Lean statements say

The index type `ι` is finite and `A` is any real algebra, so neither four dimensions nor a Lorentzian signature is assumed. `IsClifford g γ` is the relation for the generators. `slash γ a` contracts the components of `a` with them, and `dot g a b` is $\sum_{\mu\nu}a_\mu g_{\mu\nu}b_\nu$. In the usual index placement, the vectors have upper components and the generators lower ones. `volkov` is $U(a)$, which also depends on $k$ and $p$, and `dressed` is $q$.

`volkov_dressing` assumes the Clifford relation, a symmetric metric, a null $k$, $k\cdot a=0$ and $k\cdot p\neq0$. It concludes that $U(-a)$ is a two-sided inverse of $U(a)$, that conjugation gives $\not q$, and that $q\cdot q=p\cdot p$. The condition $k\cdot p\neq0$ holds for every massive electron in a light wave with $k\neq0$; it fails, for instance, for a massless particle moving along with the wave.

`dressed_spinor` takes spinors from any module over `A` with compatible real scalars; the code calls this module `S`, which is unrelated to the phase $S$ above. It needs no separate assumption $p\cdot p=m^2$. `volkov_witness` gives 2+1-dimensional matrices and vectors that meet all the hypotheses of `volkov_dressing` with a nonzero field; the vectors are the ones in your example.

```lean
import Mathlib

open Matrix

namespace VolkovDressing

noncomputable section

variable {ι A : Type*} [Fintype ι] [Ring A] [Algebra ℝ A]

/-- The Clifford relation `γ_μ γ_ν + γ_ν γ_μ = 2 g_μν` for generators `γ` and metric `g`. -/
def IsClifford (g : Matrix ι ι ℝ) (γ : ι → A) : Prop :=
  ∀ μ ν, γ μ * γ ν + γ ν * γ μ = (2 * g μ ν) • (1 : A)

/-- The scalar product `a.b` of two vectors in the metric `g`. -/
def dot (g : Matrix ι ι ℝ) (a b : ι → ℝ) : ℝ := a ⬝ᵥ g *ᵥ b

/-- The slashed vector, the contraction of `a` with the generators. -/
def slash (γ : ι → A) (a : ι → ℝ) : A := ∑ μ, a μ • γ μ

/-- The Volkov factor `U(a) = 1 + kslash aslash / (2 k.p)`, for `k.p ≠ 0`. -/
def volkov (g : Matrix ι ι ℝ) (γ : ι → A) (k p a : ι → ℝ) : A :=
  1 + (1 / (2 * dot g k p)) • (slash γ k * slash γ a)

/-- The dressed momentum `q = p - a + k (2 a.p - a.a) / (2 k.p)`, for `k.p ≠ 0`. -/
def dressed (g : Matrix ι ι ℝ) (k p a : ι → ℝ) : ι → ℝ :=
  p - a + ((2 * dot g a p - dot g a a) / (2 * dot g k p)) • k

/-- For Clifford generators, slashed vectors obey `aslash bslash + bslash aslash = 2 a.b`. -/
theorem slash_anticomm {g : Matrix ι ι ℝ} {γ : ι → A} (h : IsClifford g γ)
    (a b : ι → ℝ) :
    slash γ a * slash γ b + slash γ b * slash γ a = (2 * dot g a b) • (1 : A) := by
  have h1 : slash γ a * slash γ b = ∑ μ, ∑ ν, (a μ * b ν) • (γ μ * γ ν) := by
    simp only [slash, Finset.sum_mul_sum, smul_mul_smul_comm]
  have h2 : slash γ b * slash γ a = ∑ μ, ∑ ν, (a μ * b ν) • (γ ν * γ μ) := by
    simp only [slash, Finset.sum_mul_sum, smul_mul_smul_comm]
    rw [Finset.sum_comm]
    refine Finset.sum_congr rfl fun μ _ => Finset.sum_congr rfl fun ν _ => ?_
    rw [mul_comm (b ν)]
  rw [h1, h2]
  simp only [dot, dotProduct, Matrix.mulVec, Finset.mul_sum, Finset.sum_smul,
    ← Finset.sum_add_distrib]
  refine Finset.sum_congr rfl fun μ _ => Finset.sum_congr rfl fun ν _ => ?_
  rw [← smul_add, h μ ν, smul_smul]
  congr 1
  ring

/-- For Clifford generators, the square of a slashed vector is the number `a.a`. -/
theorem slash_sq {g : Matrix ι ι ℝ} {γ : ι → A} (h : IsClifford g γ) (a : ι → ℝ) :
    slash γ a * slash γ a = dot g a a • (1 : A) := by
  have h2 := slash_anticomm h a a
  calc slash γ a * slash γ a
      = (1 / 2 : ℝ) • (slash γ a * slash γ a + slash γ a * slash γ a) := by module
    _ = dot g a a • (1 : A) := by
      rw [h2, smul_smul]
      congr 1
      ring

/-- For Clifford generators, `k.k = 0` and `k.a = 0`, successive Volkov factors with the same
`k` and `p` add their fields: `U(a) U(b) = U(a + b)`. -/
theorem volkov_mul {g : Matrix ι ι ℝ} {γ : ι → A} (h : IsClifford g γ)
    {k a : ι → ℝ} (p b : ι → ℝ) (hk : dot g k k = 0) (ha : dot g k a = 0) :
    volkov g γ k p a * volkov g γ k p b = volkov g γ k p (a + b) := by
  have hadd : slash γ (a + b) = slash γ a + slash γ b := by
    simp only [slash, Pi.add_apply, add_smul, Finset.sum_add_distrib]
  -- the second-order term contains kslash twice and vanishes
  have hz : slash γ k * slash γ a * (slash γ k * slash γ b) = 0 := by
    calc slash γ k * slash γ a * (slash γ k * slash γ b)
        = (slash γ k * slash γ a + slash γ a * slash γ k) * (slash γ k * slash γ b)
          - slash γ a * (slash γ k * slash γ k) * slash γ b := by noncomm_ring
      _ = 0 := by
        rw [slash_anticomm h, slash_sq h, hk, ha]
        simp
  unfold volkov
  rw [hadd]
  simp only [add_mul, mul_add, one_mul, mul_one, smul_mul_assoc, mul_smul_comm, hz, smul_zero]
  module

/-- For Clifford generators with symmetric metric, `k.k = 0`, `k.a = 0` and `k.p ≠ 0`, the
Volkov factor `U(a)` has inverse `U(-a)`, conjugation by it turns `pslash` into `qslash` with
`q` the dressed momentum, and `q.q = p.p`. -/
theorem volkov_dressing {g : Matrix ι ι ℝ} {γ : ι → A} (h : IsClifford g γ)
    (hg : g.IsSymm) {k p a : ι → ℝ} (hk : dot g k k = 0) (ha : dot g k a = 0)
    (hp : dot g k p ≠ 0) :
    volkov g γ k p a * volkov g γ k p (-a) = 1 ∧
    volkov g γ k p (-a) * volkov g γ k p a = 1 ∧
    volkov g γ k p a * slash γ p * volkov g γ k p (-a) = slash γ (dressed g k p a) ∧
    dot g (dressed g k p a) (dressed g k p a) = dot g p p := by
  have h0 : volkov g γ k p 0 = 1 := by simp [volkov, slash]
  have hna : dot g k (-a) = 0 := by
    have : dot g k (-a) = -dot g k a := by simp [dot, Matrix.mulVec_neg]
    rw [this, ha, neg_zero]
  refine ⟨?_, ?_, ?_, ?_⟩
  · rw [volkov_mul h p (-a) hk ha, add_neg_cancel, h0]
  · rw [volkov_mul h p a hk hna, neg_add_cancel, h0]
  · have hneg : slash γ (-a) = -slash γ a := by
      simp only [slash, Pi.neg_apply, neg_smul, Finset.sum_neg_distrib]
    have hq : slash γ (dressed g k p a) = slash γ p - slash γ a
        + ((2 * dot g a p - dot g a a) / (2 * dot g k p)) • slash γ k := by
      simp only [slash, dressed, Pi.add_apply, Pi.sub_apply, Pi.smul_apply, smul_eq_mul,
        add_smul, sub_smul, mul_smul, Finset.sum_add_distrib, Finset.sum_sub_distrib,
        Finset.smul_sum]
    have hKK := slash_sq h k
    have hBB := slash_sq h a
    have hKB := slash_anticomm h k a
    have hKP := slash_anticomm h k p
    have hBP := slash_anticomm h a p
    rw [hk, zero_smul] at hKK
    rw [ha, mul_zero, zero_smul] at hKB
    rw [hq]
    unfold volkov
    rw [hneg]
    generalize slash γ k = K at *
    generalize slash γ a = B at *
    generalize slash γ p = P at *
    -- first order in the field: a commutator
    have h1 : K * B * P - P * (K * B) = (2 * dot g a p) • K - (2 * dot g k p) • B := by
      calc K * B * P - P * (K * B) = K * (B * P + P * B) - (K * P + P * K) * B := by
            noncomm_ring
        _ = _ := by
            rw [hBP, hKP, mul_smul_comm, smul_mul_assoc, mul_one, one_mul]
    -- second order in the field: a multiple of kslash
    have h2 : K * B * P * (K * B) = (2 * dot g k p * dot g a a) • K := by
      calc K * B * P * (K * B)
          = K * B * (K * P + P * K) * B - (K * B + B * K) * K * P * B
            + B * (K * K) * P * B := by noncomm_ring
        _ = (2 * dot g k p) • (K * (B * B)) := by
            rw [hKP, hKB, hKK]
            simp only [mul_smul_comm, smul_mul_assoc, mul_one, zero_mul, mul_zero,
              sub_zero, add_zero, mul_assoc]
        _ = _ := by rw [hBB, mul_smul_comm, mul_one, smul_smul]
    have hc : 1 / (2 * dot g k p) * (2 * dot g k p) = 1 := by field_simp
    have hd : (2 * dot g a p - dot g a a) / (2 * dot g k p)
        = 1 / (2 * dot g k p) * (2 * dot g a p)
          - 1 / (2 * dot g k p) * (1 / (2 * dot g k p) * (2 * dot g k p)) * dot g a a := by
      rw [hc]
      ring
    rw [hd]
    generalize 1 / (2 * dot g k p) = c at *
    calc (1 + c • (K * B)) * P * (1 + c • (K * -B))
        = P + c • (K * B * P - P * (K * B)) - (c * c) • (K * B * P * (K * B)) := by
          simp only [add_mul, mul_add, one_mul, mul_one, smul_mul_assoc, mul_smul_comm,
            mul_neg, mul_assoc]
          module
      _ = P - (c * (2 * dot g k p)) • B
          + (c * (2 * dot g a p) - c * (c * (2 * dot g k p)) * dot g a a) • K := by
          rw [h1, h2]
          module
      _ = _ := by rw [hc, one_smul]
  · have hs : ∀ x y : ι → ℝ, dot g x y = dot g y x := fun x y => by
      unfold dot
      rw [Matrix.dotProduct_mulVec, ← Matrix.mulVec_transpose, hg.eq, dotProduct_comm]
    have hd : (2 * dot g a p - dot g a a) / (2 * dot g k p) * (2 * dot g k p)
        = 2 * dot g a p - dot g a a := div_mul_cancel₀ _ (mul_ne_zero two_ne_zero hp)
    unfold dressed
    generalize (2 * dot g a p - dot g a a) / (2 * dot g k p) = d at *
    have he : dot g (p - a + d • k) (p - a + d • k) = dot g p p - dot g p a - dot g a p
        + dot g a a + d * dot g p k + d * dot g k p - d * dot g a k - d * dot g k a
        + d ^ 2 * dot g k k := by
      simp only [dot, Matrix.mulVec_add, Matrix.mulVec_sub, Matrix.mulVec_smul,
        add_dotProduct, sub_dotProduct, smul_dotProduct, dotProduct_add, dotProduct_sub,
        dotProduct_smul, smul_eq_mul]
      ring
    rw [he]
    linear_combination hd - hs p a + d * hs p k - d * hs a k - 2 * d * ha + d ^ 2 * hk

/-- For `k.k = 0` and `k.a = 0`, dressing leaves the scalar product of the momentum with the wave
vector unchanged, `k.q = k.p`. -/
theorem dot_dressed {g : Matrix ι ι ℝ} {k p a : ι → ℝ} (hk : dot g k k = 0)
    (ha : dot g k a = 0) : dot g k (dressed g k p a) = dot g k p := by
  unfold dressed
  generalize (2 * dot g a p - dot g a a) / (2 * dot g k p) = d
  have he : dot g k (p - a + d • k) = dot g k p - dot g k a + d * dot g k k := by
    simp only [dot, Matrix.mulVec_add, Matrix.mulVec_sub, Matrix.mulVec_smul,
      dotProduct_add, dotProduct_sub, dotProduct_smul, smul_eq_mul]
  rw [he, hk, ha]
  ring

/-- For Clifford generators with symmetric metric, `k.k = 0`, `k.a = 0` and `k.p ≠ 0`, a spinor
with `pslash u = m u` is carried by the Volkov factor to one with `qslash (U u) = m (U u)`. -/
theorem dressed_spinor {S : Type*} [AddCommGroup S] [Module A S] [Module ℝ S]
    [IsScalarTower ℝ A S] {g : Matrix ι ι ℝ} {γ : ι → A} (h : IsClifford g γ)
    (hg : g.IsSymm) {k p a : ι → ℝ} (hk : dot g k k = 0) (ha : dot g k a = 0)
    (hp : dot g k p ≠ 0) {m : ℝ} {u : S} (hu : slash γ p • u = m • u) :
    slash γ (dressed g k p a) • (volkov g γ k p a • u) = m • (volkov g γ k p a • u) := by
  obtain ⟨-, hinv, hconj, -⟩ := volkov_dressing h hg hk ha hp
  -- qslash U = U pslash
  rw [← hconj, smul_smul, mul_assoc, hinv, mul_one, mul_smul, hu]
  exact (smul_comm m (volkov g γ k p a) u).symm

/-- The metric `diag(1, -1, -1)`, three complex two-by-two gamma matrices and the vectors
`k = (1, 1, 0)`, `a = (0, 0, 1)`, `p = (1, 0, 0)` satisfy the Clifford relation, `k.k = 0`,
`k.a = 0` and `k.p = 1`. -/
theorem volkov_witness :
    let g : Matrix (Fin 3) (Fin 3) ℝ := !![1, 0, 0; 0, -1, 0; 0, 0, -1]
    let γ : Fin 3 → Matrix (Fin 2) (Fin 2) ℂ :=
      ![!![1, 0; 0, -1], !![0, Complex.I; Complex.I, 0], !![0, 1; -1, 0]]
    g.IsSymm ∧ IsClifford g γ ∧ dot g ![1, 1, 0] ![1, 1, 0] = 0 ∧
      dot g ![1, 1, 0] ![0, 0, 1] = 0 ∧ dot g ![1, 1, 0] ![1, 0, 0] = 1 := by
  intro g γ
  refine ⟨?_, ?_, ?_, ?_, ?_⟩
  · ext i j
    fin_cases i <;> fin_cases j <;> simp [g]
  · intro μ ν
    ext i j
    fin_cases μ <;> fin_cases ν <;> fin_cases i <;> fin_cases j <;>
      simp [g, γ] <;> norm_num
  · simp [g, dot, dotProduct, Matrix.mulVec, Fin.sum_univ_succ]
  · simp [g, dot, dotProduct, Matrix.mulVec, Fin.sum_univ_succ]
  · simp [g, dot, dotProduct, Matrix.mulVec, Fin.sum_univ_succ]

end

end VolkovDressing
```

```lean
#print axioms VolkovDressing.volkov_dressing
#print axioms VolkovDressing.dot_dressed
#print axioms VolkovDressing.dressed_spinor
```

```
'VolkovDressing.volkov_dressing' depends on axioms: [propext, Classical.choice, Quot.sound]
'VolkovDressing.dot_dressed' depends on axioms: [propext, Classical.choice, Quot.sound]
'VolkovDressing.dressed_spinor' depends on axioms: [propext, Classical.choice, Quot.sound]
```

### How the Lean proof matches the algebra

`slash_anticomm` expands both products into double sums, exchanges the order of summation in one of them, and applies the Clifford relation term by term. `slash_sq` is half of the case with equal vectors.

`volkov_mul` is the addition rule $U(a)U(b)=U(a+b)$. Its intermediate fact `hz` is the vanishing of the term with two factors $K$: `noncomm_ring` checks the rearrangement into an anticommutator and a square, and both are zero by hypothesis. Only the first field has to be transverse.

In `volkov_dressing`, the two inverse relations are `volkov_mul` applied to $a$ and $-a$ in either order. For the conjugation, the slashed vectors are replaced by the letters `K`, `B` and `P`, after which only their squares and anticommutators are available. The facts `h1` and `h2` are the first- and second-order terms computed above. The fact `hc` is $2c\,(k\cdot p)=1$, where $k\cdot p\neq0$ enters, and `module` collects the coefficients.

The mass-shell part expands $q\cdot q$ by bilinearity in `he`. Then `linear_combination` adds up the symmetry of the product, the two wave conditions and the defining equation of $d$, called `hd`. `dot_dressed` does the shorter expansion for $k\cdot q$.

`dressed_spinor` rewrites $\not q$ as $UPU^{-1}$, cancels $U^{-1}U$, and moves the real number $m$ past $U$. `volkov_witness` goes through the matrix entries of the Clifford relation and evaluates the three scalar products.
